# For N ≥ 1 atoms in d dimensions, the symmetric force-constant matrices obeying the acoustic sum rule form a space of dimension n(n + 1)/2, with n = d(N − 1)

Q: Before any counting, which matrices are meant, and under which conventions?

A: Take $N$ atoms with displacements $u_{jb}$, where $j$ labels the atom and $b$ one of $d$ Cartesian directions. The harmonic force is $F_{ia} = -\sum_{j,b}\Phi_{ia,jb}\,u_{jb}$. The real matrix $\Phi$ obeys two conditions:

$$\Phi_{ia,jb} = \Phi_{jb,ia}, \qquad \sum_j \Phi_{ia,jb} = 0 \ \text{ for all } i, a, b.$$

The first holds because $\Phi$ consists of second derivatives of an energy. The second is the acoustic sum rule: a rigid translation, $u_{jb} = t_b$ for every $j$, produces no force.

In Lean a row or column label is a pair in `Fin N × Fin d`, with atoms numbered from 0. `symmetricMatrices` imposes the first condition and `forceConstants` imposes both. Each is declared as a `Submodule`, so its definition includes the check that sums and real multiples stay inside.

```lean
import Mathlib

open Matrix

namespace AcousticSumRuleCounting

noncomputable section

/-- The real vector space of symmetric matrices with rows and columns labelled by `κ`. -/
def symmetricMatrices (κ : Type) : Submodule ℝ (Matrix κ κ ℝ) where
  carrier := {A | ∀ x y, A x y = A y x}
  zero_mem' := fun _ _ => rfl
  add_mem' := by
    intro A B hA hB x y
    show A x y + B x y = A y x + B y x
    rw [hA x y, hB x y]
  smul_mem' := by
    intro c A hA x y
    show c * A x y = c * A y x
    rw [hA x y]

/-- The harmonic force constants of `N` atoms in `d` dimensions: symmetric matrices `Φ` obeying
the acoustic sum rule `∑ j, Φ (i, a) (j, b) = 0`. -/
def forceConstants (N d : ℕ) : Submodule ℝ (Matrix (Fin N × Fin d) (Fin N × Fin d) ℝ) where
  carrier := {Φ | Φ ∈ symmetricMatrices (Fin N × Fin d) ∧
    ∀ i a b, ∑ j, Φ (i, a) (j, b) = 0}
  zero_mem' := ⟨Submodule.zero_mem _, by simp⟩
  add_mem' := by
    intro A B hA hB
    refine ⟨Submodule.add_mem _ hA.1 hB.1, fun i a b => ?_⟩
    simp [Finset.sum_add_distrib, hA.2 i a b, hB.2 i a b]
  smul_mem' := by
    intro c A hA
    refine ⟨Submodule.smul_mem _ c hA.1, fun i a b => ?_⟩
    simp [← Finset.mul_sum, hA.2 i a b]
```

Q: That leaves out a good deal of physics. Where are the crystal symmetry, the rotations, the stability?

A: None of them is imposed. There is no point-group or lattice symmetry, no rotational invariance and no requirement that the energy be bounded below. The entries are not mass-weighted, and the number of atoms is finite. The result therefore counts the free parameters in a harmonic fit for finitely many atoms when only symmetry of the matrix and translational invariance are enforced.

Q: Then how do you count by hand?

A: Write $N = M + 1$ and use atom 0 as the reference. Keep only the block among the other atoms,

$$Q_{ka,lb} = \Phi_{(k+1)a,(l+1)b}, \qquad k, l = 0, \dots, M-1.$$

The sum rule then fixes everything else. Along any row,

$$\Phi_{ia,0b} = -\sum_l \Phi_{ia,(l+1)b}.$$

Symmetry turns this into a statement about columns:

$$\Phi_{0a,(l+1)b} = \Phi_{(l+1)b,0a} = -\sum_k \Phi_{(l+1)b,(k+1)a} = -\sum_k Q_{ka,lb}.$$

Putting the second formula into the first at $i = 0$ gives the self-term,

$$\Phi_{0a,0b} = \sum_{k,l} Q_{ka,lb}.$$

The Lean definitions follow this. `relativeBlock` extracts $Q$, with `succ` playing the role of $k+1$, and `complete` rebuilds the full matrix. Its `Fin.cases` distinguishes atom 0 from the rest.

```lean
/-- The force constants among all atoms other than the reference atom `0`. -/
def relativeBlock {M d : ℕ} (Φ : Matrix (Fin (M + 1) × Fin d) (Fin (M + 1) × Fin d) ℝ) :
    Matrix (Fin M × Fin d) (Fin M × Fin d) ℝ :=
  Matrix.of fun x y => Φ (x.1.succ, x.2) (y.1.succ, y.2)

/-- Completes a block of force constants by a reference atom `0`: its couplings are minus the
row or column sums of the block, and its self-term is the double sum. -/
def complete {M d : ℕ} (Q : Matrix (Fin M × Fin d) (Fin M × Fin d) ℝ) :
    Matrix (Fin (M + 1) × Fin d) (Fin (M + 1) × Fin d) ℝ :=
  Matrix.of fun x y =>
    Fin.cases (motive := fun _ => ℝ)
      (Fin.cases (motive := fun _ => ℝ) (∑ k, ∑ l, Q (k, x.2) (l, y.2))
        (fun l => -∑ k, Q (k, x.2) (l, y.2)) y.1)
      (fun k => Fin.cases (motive := fun _ => ℝ) (-∑ l, Q (k, x.2) (l, y.2))
        (fun l => Q (k, x.2) (l, y.2)) y.1) x.1
```

Q: You have shown that $\Phi$ is determined by its block. Perhaps only some symmetric blocks are allowed, and then your count would be too large.

A: Every symmetric block is allowed. Complete it by the formulas above and check both conditions. For the self-term, symmetry of $Q$ gives

$$\sum_{k,l} Q_{ka,lb} = \sum_{k,l} Q_{lb,ka},$$

and the right-hand side is the self-term with $a$ and $b$ exchanged. The couplings to atom 0 match in the same way, and the remaining entries are those of $Q$. As for the sum rule, the row of atom $k+1$ gives $-\sum_l Q_{ka,lb} + \sum_l Q_{ka,lb} = 0$, and the row of atom 0 gives $\sum_{k,l} Q_{ka,lb} - \sum_{l,k} Q_{ka,lb} = 0$.

`complete_mem` is this check. Symmetry splits into four cases, according to whether each atom is the reference, and `Fin.sum_univ_succ` separates atom 0 from the sum in the sum rule.

```lean
/-- Completing a symmetric block by the reference atom gives a symmetric matrix that obeys the
acoustic sum rule. -/
theorem complete_mem {M d : ℕ} {Q : Matrix (Fin M × Fin d) (Fin M × Fin d) ℝ}
    (hQ : Q ∈ symmetricMatrices (Fin M × Fin d)) : complete Q ∈ forceConstants (M + 1) d := by
  have hs : ∀ x y, Q x y = Q y x := hQ
  refine ⟨?_, ?_⟩
  · rintro ⟨i, a⟩ ⟨j, b⟩
    refine Fin.cases ?_ (fun k => ?_) i <;> refine Fin.cases ?_ (fun l => ?_) j
    · show ∑ k, ∑ l, Q (k, a) (l, b) = ∑ k, ∑ l, Q (k, b) (l, a)
      rw [Finset.sum_comm]
      exact Finset.sum_congr rfl fun k _ => Finset.sum_congr rfl fun l _ => hs _ _
    · show -∑ k, Q (k, a) (l, b) = -∑ k, Q (l, b) (k, a)
      exact congrArg Neg.neg (Finset.sum_congr rfl fun k _ => hs _ _)
    · show -∑ l, Q (k, a) (l, b) = -∑ l, Q (l, b) (k, a)
      exact congrArg Neg.neg (Finset.sum_congr rfl fun l _ => hs _ _)
    · exact hs (k, a) (l, b)
  · intro i a b
    rw [Fin.sum_univ_succ]
    refine Fin.cases ?_ (fun k => ?_) i
    · show ∑ k, ∑ l, Q (k, a) (l, b) + ∑ l, -∑ k, Q (k, a) (l, b) = 0
      rw [Finset.sum_neg_distrib, Finset.sum_comm]
      exact add_neg_cancel _
    · show -∑ l, Q (k, a) (l, b) + ∑ l, Q (k, a) (l, b) = 0
      exact neg_add_cancel _
```

The other direction is `complete_relativeBlock`. Its `hrow` and `hcol` are the row and column formulas, and the first of the four final cases is the self-term.

```lean
/-- Force constants obeying the acoustic sum rule are recovered completely from the block that
leaves out the reference atom. -/
theorem complete_relativeBlock {M d : ℕ}
    {Φ : Matrix (Fin (M + 1) × Fin d) (Fin (M + 1) × Fin d) ℝ}
    (hΦ : Φ ∈ forceConstants (M + 1) d) : complete (relativeBlock Φ) = Φ := by
  have hs : ∀ x y, Φ x y = Φ y x := hΦ.1
  -- the sum rule along a row fixes the coupling to atom 0
  have hrow : ∀ i a b, Φ (i, a) (0, b) = -∑ l : Fin M, Φ (i, a) (l.succ, b) := by
    intro i a b
    have h := hΦ.2 i a b
    rw [Fin.sum_univ_succ] at h
    linarith
  -- by symmetry the same holds along a column
  have hcol : ∀ (l : Fin M) a b,
      Φ (0, a) (l.succ, b) = -∑ k : Fin M, Φ (k.succ, a) (l.succ, b) := by
    intro l a b
    rw [hs, hrow]
    exact congrArg Neg.neg (Finset.sum_congr rfl fun k _ => hs _ _)
  ext ⟨i, a⟩ ⟨j, b⟩
  refine Fin.cases ?_ (fun k => ?_) i <;> refine Fin.cases ?_ (fun l => ?_) j
  · show ∑ k : Fin M, ∑ l : Fin M, Φ (k.succ, a) (l.succ, b) = Φ (0, a) (0, b)
    rw [hrow 0 a b]
    simp only [hcol, Finset.sum_neg_distrib, neg_neg]
    exact Finset.sum_comm
  · exact (hcol l a b).symm
  · exact (hrow k.succ a b).symm
  · rfl
```

Together they make restriction to the block a linear equivalence, `relativeEquiv`: `left_inv` uses the theorem just given, while `right_inv` only says that completing a block leaves the block itself unchanged.

```lean
/-- Leaving out the reference atom identifies the force constants of `M + 1` atoms linearly with
the symmetric matrices on the remaining `M` atoms. -/
def relativeEquiv (M d : ℕ) :
    forceConstants (M + 1) d ≃ₗ[ℝ] symmetricMatrices (Fin M × Fin d) where
  toFun Φ := ⟨relativeBlock Φ.1, fun _ _ => Φ.2.1 _ _⟩
  map_add' _ _ := rfl
  map_smul' _ _ := rfl
  invFun Q := ⟨complete Q.1, complete_mem Q.2⟩
  left_inv Φ := Subtype.ext (complete_relativeBlock Φ.2)
  right_inv Q := Subtype.ext (by ext ⟨k, a⟩ ⟨l, b⟩; rfl)
```

Q: So the problem is reduced to symmetric $n \times n$ matrices with $n = dM$. Is their dimension computed, or assumed?

A: Computed. There are $n$ diagonal entries and $n(n-1)/2$ independent off-diagonal ones, so the total is $n(n+1)/2$. Lean treats both kinds at once: a symmetric matrix is a function on unordered pairs of indices, repetition allowed. That is the type `Sym2 κ`, and `pairEquiv` is the linear identification. `Sym2.card` then supplies the number of pairs as a binomial coefficient.

```lean
/-- A symmetric matrix is the same as a real function on unordered pairs of indices. -/
def pairEquiv (κ : Type) : symmetricMatrices κ ≃ₗ[ℝ] (Sym2 κ → ℝ) where
  toFun A := fun z => Sym2.lift ⟨fun x y => A.1 x y, fun x y => A.2 x y⟩ z
  map_add' A B := by
    funext z
    induction z using Sym2.ind
    rfl
  map_smul' c A := by
    funext z
    induction z using Sym2.ind
    rfl
  invFun f := ⟨Matrix.of fun x y => f s(x, y), fun _ _ => congrArg f Sym2.eq_swap⟩
  left_inv A := Subtype.ext (by ext x y; rfl)
  right_inv f := by
    funext z
    induction z using Sym2.ind
    rfl

/-- The symmetric matrices on `m` indices form a space of dimension `m (m + 1) / 2`. -/
theorem finrank_symmetricMatrices (κ : Type) [Fintype κ] [DecidableEq κ] :
    Module.finrank ℝ (symmetricMatrices κ) = Fintype.card κ * (Fintype.card κ + 1) / 2 := by
  rw [(pairEquiv κ).finrank_eq, Module.finrank_fintype_fun_eq_card, Sym2.card,
    Nat.choose_two_right, Nat.add_sub_cancel, mul_comm]
```

Q: And the main theorem? I see `M + 1` where I expected $N$, and a division of natural numbers.

A: `M + 1` expresses $N \ge 1$ and makes $N - 1$ simply `M`. The restriction matters: with no atoms the space has dimension 0, whereas the formula at $N = 0$ would give $d(d-1)/2$. The division is exact, since one of $n$ and $n+1$ is even. `Module.finrank ℝ` is the dimension over the reals, and the proof chains the equivalence with the count for symmetric matrices.

```lean
/-- For `M + 1` atoms in `d` dimensions, the symmetric force-constant matrices obeying the
acoustic sum rule form a space of dimension `n (n + 1) / 2` with `n = d M`. -/
theorem finrank_forceConstants (M d : ℕ) :
    Module.finrank ℝ (forceConstants (M + 1) d) = (d * M) * (d * M + 1) / 2 := by
  have hc : Fintype.card (Fin M × Fin d) = d * M := by simp [mul_comm]
  rw [(relativeEquiv M d).finrank_eq, finrank_symmetricMatrices, hc]
```

For one atom the dimension is 0, as it should be for a free particle. For two atoms in three dimensions, $n = 3$ and there are 6 free constants.

Q: My own count disagrees. A symmetric $6 \times 6$ matrix has 21 entries to choose, the sum rule is $2 \cdot 3^2 = 18$ equations, and that leaves 3.

A: Three of your equations are redundant. Sum the left-hand side of the sum rule over $i$ as well: $\sum_{i,j}\Phi_{ia,jb}$ is already symmetric in $a$ and $b$, which gives one relation among the equations for each pair $a < b$. In general, with $n = Nd - d$,

$$\frac{Nd(Nd+1)}{2} - \frac{n(n+1)}{2} = Nd^2 - \frac{d(d-1)}{2}.$$

So $Nd^2$ equations lower the dimension by $d(d-1)/2$ less than their number. `sum_rule_redundancy` states this as an equality of dimensions, with terms moved across so that the large ones are never subtracted. Its proof doubles every half, using `h` and `hd`, and leaves the polynomial identity `key` to `nlinarith`.

```lean
/-- The acoustic sum rule for `M + 1` atoms consists of `(M + 1) d²` equations, and it lowers the
dimension of the space of symmetric matrices by that number less `d (d - 1) / 2`. -/
theorem sum_rule_redundancy (M d : ℕ) :
    Module.finrank ℝ (forceConstants (M + 1) d) + (M + 1) * d ^ 2 =
      Module.finrank ℝ (symmetricMatrices (Fin (M + 1) × Fin d)) + d * (d - 1) / 2 := by
  have hc : Fintype.card (Fin (M + 1) × Fin d) = (M + 1) * d := by simp
  rw [finrank_forceConstants, finrank_symmetricMatrices, hc]
  -- all three halves are exact
  have h : ∀ n : ℕ, n * (n + 1) / 2 * 2 = n * (n + 1) := fun n =>
    Nat.div_mul_cancel (Nat.even_mul_succ_self n).two_dvd
  have hd : ∀ e : ℕ, e * (e - 1) / 2 * 2 + e = e * e := by
    intro e
    cases e with
    | zero => simp
    | succ e =>
      rw [Nat.add_sub_cancel, mul_comm (e + 1) e, h e]
      ring
  have key : ∀ X Y Z : ℕ, X * 2 = (d * M) * (d * M + 1) →
      Y * 2 = ((M + 1) * d) * ((M + 1) * d + 1) → Z * 2 + d = d * d →
      X + (M + 1) * d ^ 2 = Y + Z := by
    intro X Y Z hX hY hZ
    nlinarith
  exact key _ _ _ (h _) (h _) (hd d)

end

end AcousticSumRuleCounting
```

```lean
#print axioms AcousticSumRuleCounting.finrank_forceConstants
-- 'AcousticSumRuleCounting.finrank_forceConstants' depends on axioms: [propext, Classical.choice, Quot.sound]
#print axioms AcousticSumRuleCounting.sum_rule_redundancy
-- 'AcousticSumRuleCounting.sum_rule_redundancy' depends on axioms: [propext, Classical.choice, Quot.sound]
```
